# Determinant-one rotations pair two orbital sets with nonnegative overlaps exactly when their overlap determinant is real and nonnegative

In a non-orthogonal configuration-interaction calculation, a matrix element between two Slater determinants can be evaluated by first rotating the occupied orbitals of each, until every orbital overlaps with at most one partner in the other set. These are the corresponding orbitals. The rotations may change the phases of the two determinants, and the phase of the matrix element with them. When can the pairing be done with both phases kept and all paired overlaps nonnegative?

Let \(\Phi\) be built from orthonormal spin orbitals \(a_1,\dots,a_N\) and \(\Psi\) from orthonormal spin orbitals \(b_1,\dots,b_N\), called orbitals for short, with overlaps \(M_{ij}=\langle a_i|b_j\rangle\), so that \(\langle\Phi|\Psi\rangle=\det M\). Unitary rotations \(a'_j=\sum_i a_iU_{ij}\) and \(b'_j=\sum_i b_iV_{ij}\) turn \(M\) into \(U^\dagger MV\) and multiply \(\Phi\) by \(\det U\) and \(\Psi\) by \(\det V\). Phases are therefore kept when both determinants are one. This link to Slater determinants is the physical reading; the Lean code speaks only of vectors and matrices.

```lean
import Mathlib

open scoped Matrix

namespace PhasePreservingPairing

noncomputable section

variable {n : Type*} [Fintype n] [DecidableEq n]
```

The letter `n` is not a number here. It is a finite set of orbital labels, and \(N\) is its size.

```lean
/-- The coefficient matrix of a set of orbitals: column `j` holds the components of orbital `j`. -/
def coeffMatrix (b : n → EuclideanSpace ℂ n) : Matrix n n ℂ :=
  Matrix.of fun i j => (b j).ofLp i
```

`coeffMatrix b` puts the components of orbital \(j\) in column \(j\). It is square, and serves as a tool in the proof. The matrix \(M\) in the theorems is any complex square matrix, so the physical orbitals may be expanded in more than \(N\) basis functions.

```lean
/-- The diagonal matrix that multiplies orbital `k` by `z` and leaves the others alone. -/
def phaseAt (k : n) (z : ℂ) : Matrix n n ℂ :=
  Matrix.diagonal fun i => if i = k then z else 1
```

`phaseAt k z` is the diagonal matrix \(P_k(z)\) with \(z\) in place \(k\) and ones elsewhere. It is a change of phase when \(|z|=1\).

```lean
/-- The overlap matrix `M` can be brought to diagonal form with real nonnegative entries by
unitary rotations of determinant one in the two sets of orbitals. -/
def PhasePreservingPairable (M : Matrix n n ℂ) : Prop :=
  ∃ U ∈ Matrix.specialUnitaryGroup n ℂ, ∃ V ∈ Matrix.specialUnitaryGroup n ℂ,
    ∃ s : n → ℝ, (∀ i, 0 ≤ s i) ∧ Uᴴ * M * V = Matrix.diagonal fun i => (s i : ℂ)
```

This is the property in question: there are \(U,V\) in the special unitary group (unitary, determinant one) and real numbers \(s_i\ge 0\) with \(U^\dagger MV=\mathrm{diag}(s_i)\). `Uᴴ` is \(U^\dagger\), and `(s i : ℂ)` is the real number \(s_i\) regarded as complex. The \(s_i\) are in no particular order.

```lean
omit [DecidableEq n] in
/-- The overlaps between two sets of orbitals are the entries of the product of their
coefficient matrices, the first one adjoined. -/
theorem coeffMatrix_gram (a b : n → EuclideanSpace ℂ n) (i j : n) :
    ((coeffMatrix a)ᴴ * coeffMatrix b) i j = inner ℂ (a i) (b j) := by
  simp [coeffMatrix, Matrix.mul_apply, PiLp.inner_apply, mul_comm]
```

A theorem in Lean has its statement before `:=` and its proof after. This one says that \((A^\dagger B)_{ij}=\langle a_i|b_j\rangle\), where \(A\) and \(B\) are the two coefficient matrices. The inner product is conjugate-linear in its first argument, as in Dirac notation.

```lean
/-- The coefficient matrix of an orthonormal basis of orbitals is unitary. -/
theorem coeffMatrix_unitary (b : OrthonormalBasis n ℂ (EuclideanSpace ℂ n)) :
    coeffMatrix (fun j => b j) ∈ Matrix.unitaryGroup n ℂ := by
  rw [Matrix.mem_unitaryGroup_iff', Matrix.star_eq_conjTranspose]
  ext i j
  exact (coeffMatrix_gram _ _ i j).trans
    ((orthonormal_iff_ite.mp b.orthonormal i j).trans Matrix.one_apply.symm)
```

For an orthonormal basis with coefficient matrix \(B\), the previous formula gives \((B^\dagger B)_{ij}=\delta_{ij}\), so \(B\) is unitary.

```lean
/-- Every square overlap matrix, singular or not, is made diagonal with real nonnegative entries
by unitary rotations of the two sets of orbitals. -/
theorem exists_unitary_pairing (M : Matrix n n ℂ) :
    ∃ U ∈ Matrix.unitaryGroup n ℂ, ∃ V ∈ Matrix.unitaryGroup n ℂ,
      ∃ s : n → ℝ, (∀ i, 0 ≤ s i) ∧ Uᴴ * M * V = Matrix.diagonal fun i => (s i : ℂ) := by
  have hH := Matrix.isHermitian_conjTranspose_mul_self M
  -- V diagonalises the Hermitian matrix Mᴴ M
  obtain ⟨V, hV, d, hd⟩ : ∃ V ∈ Matrix.unitaryGroup n ℂ, ∃ d : n → ℂ,
      Mᴴ * M * V = V * Matrix.diagonal d := by
    refine ⟨coeffMatrix (fun j => hH.eigenvectorBasis j), coeffMatrix_unitary _,
      fun j => (hH.eigenvalues j : ℂ), ?_⟩
    ext i j
    rw [Matrix.mul_diagonal]
    have h := congrFun (hH.mulVec_eigenvectorBasis j) i
    refine h.trans ?_
    simp [coeffMatrix, mul_comm]
  have hV1 : Vᴴ * V = 1 := Matrix.mem_unitaryGroup_iff'.1 hV
  -- the columns g j of M V are mutually orthogonal
  obtain ⟨g, hg⟩ : ∃ g : n → EuclideanSpace ℂ n, coeffMatrix g = M * V :=
    ⟨fun j => WithLp.toLp 2 (fun i => (M * V) i j), rfl⟩
  have hgram : (M * V)ᴴ * (M * V) = Matrix.diagonal d := by
    calc (M * V)ᴴ * (M * V) = Vᴴ * (Mᴴ * M * V) := by
          simp only [Matrix.conjTranspose_mul, Matrix.mul_assoc]
      _ = Vᴴ * V * Matrix.diagonal d := by rw [hd, Matrix.mul_assoc]
      _ = Matrix.diagonal d := by rw [hV1, one_mul]
  have horth : ∀ i j, i ≠ j → inner ℂ (g i) (g j) = 0 := by
    intro i j hij
    rw [← coeffMatrix_gram, hg, hgram, Matrix.diagonal_apply_ne _ hij]
  -- normalise the nonzero columns and complete them to an orthonormal basis
  have hon : Orthonormal ℂ
      (Set.domRestrict {j | g j ≠ 0} (fun j => ((‖g j‖ : ℝ) : ℂ)⁻¹ • g j)) := by
    constructor
    · intro i
      change ‖((‖g i‖ : ℝ) : ℂ)⁻¹ • g i‖ = 1
      rw [norm_smul, norm_inv, Complex.norm_real, norm_norm,
        inv_mul_cancel₀ (norm_ne_zero_iff.2 i.2)]
    · intro i j hij
      change inner ℂ (((‖g i‖ : ℝ) : ℂ)⁻¹ • g i) (((‖g j‖ : ℝ) : ℂ)⁻¹ • g j) = 0
      rw [inner_smul_left, inner_smul_right, horth i j (fun h => hij (Subtype.ext h))]
      simp
  obtain ⟨b, hb⟩ := hon.exists_orthonormalBasis_extension_of_card_eq finrank_euclideanSpace
  have hcol : ∀ j, g j = ((‖g j‖ : ℝ) : ℂ) • b j := by
    intro j
    by_cases h : g j = 0
    · simp [h]
    · have hbj : b j = ((‖g j‖ : ℝ) : ℂ)⁻¹ • g j := hb j h
      rw [hbj, smul_smul, mul_inv_cancel₀ (Complex.ofReal_ne_zero.2 (norm_ne_zero_iff.2 h)),
        one_smul]
  have hMV : M * V = coeffMatrix (fun j => b j) *
      Matrix.diagonal (fun j => ((‖g j‖ : ℝ) : ℂ)) := by
    rw [← hg]
    ext i j
    rw [Matrix.mul_diagonal]
    have h := congrArg (fun x : EuclideanSpace ℂ n => x.ofLp i) (hcol j)
    refine h.trans ?_
    simp [coeffMatrix, mul_comm]
  have hU1 : (coeffMatrix (fun j => b j))ᴴ * coeffMatrix (fun j => b j) = 1 :=
    Matrix.mem_unitaryGroup_iff'.1 (coeffMatrix_unitary b)
  refine ⟨_, coeffMatrix_unitary b, V, hV, fun j => ‖g j‖, fun j => norm_nonneg _, ?_⟩
  rw [Matrix.mul_assoc, hMV, ← Matrix.mul_assoc, hU1, one_mul]
```

This is the singular value decomposition, with no condition on the determinants of \(U\) and \(V\). By hand, diagonalise the Hermitian matrix \(M^\dagger M\), so that \(M^\dagger MV=V\,\mathrm{diag}(d_j)\), and let \(g_j\) be column \(j\) of \(MV\). Then

\[
\langle g_i|g_j\rangle=(V^\dagger M^\dagger MV)_{ij}=d_j\,\delta_{ij},
\]

which is `hgram`, and `horth` draws the orthogonality from it. The nonzero \(g_j\), divided by their norms, are orthonormal (`hon`) and extend to an orthonormal basis \(b_j\) of \(\mathbb{C}^N\); within this proof \(b_j\) means these vectors. In every case \(g_j=\|g_j\|\,b_j\) (`hcol`), also when \(g_j=0\), so a singular \(M\) causes no trouble. With \(U\) the matrix of columns \(b_j\), this reads \(MV=U\,\mathrm{diag}(\|g_j\|)\) (`hMV`). Multiplying by \(U^\dagger\) gives the result with \(s_j=\|g_j\|\).

```lean
/-- The diagonal matrix that multiplies orbital `k` by `z` and leaves the others alone has
determinant `z`. -/
theorem det_phaseAt (k : n) (z : ℂ) : (phaseAt k z).det = z := by
  simp [phaseAt, Matrix.det_diagonal]
```

The determinant of a diagonal matrix is the product of its entries, so \(\det P_k(z)=z\).

```lean
/-- A unitary rotation has a determinant of modulus one, and it acquires determinant one when a
single orbital `k` is multiplied by the conjugate of that determinant. -/
theorem unitary_fix_phase {U : Matrix n n ℂ} (hU : U ∈ Matrix.unitaryGroup n ℂ) :
    ‖U.det‖ = 1 ∧ ∀ k, U * phaseAt k (star U.det) ∈ Matrix.specialUnitaryGroup n ℂ := by
  have h1 : Uᴴ * U = 1 := Matrix.mem_unitaryGroup_iff'.1 hU
  have hd : star U.det * U.det = 1 := by
    rw [← Matrix.det_conjTranspose, ← Matrix.det_mul, h1, Matrix.det_one]
  constructor
  · have h := congrArg norm hd
    rw [norm_mul, norm_star, norm_one] at h
    nlinarith [norm_nonneg U.det]
  · intro k
    have hP : phaseAt k (star U.det) ∈ Matrix.unitaryGroup n ℂ := by
      rw [Matrix.mem_unitaryGroup_iff', Matrix.star_eq_conjTranspose]
      unfold phaseAt
      rw [Matrix.diagonal_conjTranspose, Matrix.diagonal_mul_diagonal, ← Matrix.diagonal_one]
      refine congrArg Matrix.diagonal (funext fun i => ?_)
      change star (if i = k then star U.det else 1) * (if i = k then star U.det else 1) = 1
      split_ifs
      · rw [star_star, mul_comm, hd]
      · simp
    refine Matrix.mem_specialUnitaryGroup_iff.2 ⟨mul_mem hU hP, ?_⟩
    rw [Matrix.det_mul, det_phaseAt, mul_comm, hd]
```

Taking determinants in \(U^\dagger U=1\) gives \(\overline{\det U}\,\det U=1\), hence \(|\det U|=1\). In Lean, `star` of a complex number is its complex conjugate, and `star` of a matrix is its adjoint. The matrix \(P_k(\overline{\det U})\) is then unitary, and

\[
\det\bigl(U\,P_k(\overline{\det U})\bigr)=\det U\;\overline{\det U}=1 .
\]

```lean
/-- Rotations of determinant one leave the determinant of the overlap matrix unchanged,
phase included. -/
theorem det_pairing (M : Matrix n n ℂ) {U V : Matrix n n ℂ}
    (hU : U ∈ Matrix.specialUnitaryGroup n ℂ) (hV : V ∈ Matrix.specialUnitaryGroup n ℂ) :
    (Uᴴ * M * V).det = M.det := by
  rw [Matrix.det_mul, Matrix.det_mul, Matrix.det_conjTranspose,
    (Matrix.mem_specialUnitaryGroup_iff.1 hU).2, (Matrix.mem_specialUnitaryGroup_iff.1 hV).2]
  simp
```

For \(U,V\) of determinant one, \(\det(U^\dagger MV)=\overline{\det U}\,\det M\,\det V=\det M\).

```lean
/-- For every overlap matrix, rotations of determinant one reach a diagonal form that is
nonnegative up to one phase `z`, and `z` can be placed on any chosen pair `k`. -/
theorem one_phase_pairing (M : Matrix n n ℂ) :
    ∃ s : n → ℝ, (∀ i, 0 ≤ s i) ∧ ∃ z : ℂ, ‖z‖ = 1 ∧ ∀ k,
      ∃ U ∈ Matrix.specialUnitaryGroup n ℂ, ∃ V ∈ Matrix.specialUnitaryGroup n ℂ,
        Uᴴ * M * V = Matrix.diagonal fun i => (if i = k then z else 1) * (s i : ℂ) := by
  obtain ⟨U, hU, V, hV, s, hs, h⟩ := exists_unitary_pairing M
  obtain ⟨hUn, hUk⟩ := unitary_fix_phase hU
  obtain ⟨hVn, hVk⟩ := unitary_fix_phase hV
  refine ⟨s, hs, U.det * star V.det, by rw [norm_mul, norm_star, hUn, hVn, one_mul],
    fun k => ⟨_, hUk k, _, hVk k, ?_⟩⟩
  have hassoc : (U * phaseAt k (star U.det))ᴴ * M * (V * phaseAt k (star V.det)) =
      (phaseAt k (star U.det))ᴴ * (Uᴴ * M * V) * phaseAt k (star V.det) := by
    simp only [Matrix.conjTranspose_mul, Matrix.mul_assoc]
  rw [hassoc, h]
  unfold phaseAt
  rw [Matrix.diagonal_conjTranspose, Matrix.diagonal_mul_diagonal, Matrix.diagonal_mul_diagonal]
  refine congrArg Matrix.diagonal (funext fun i => ?_)
  change star (if i = k then star U.det else 1) * (s i : ℂ) *
    (if i = k then star V.det else 1) = (if i = k then U.det * star V.det else 1) * (s i : ℂ)
  split_ifs
  · rw [star_star]
    ring
  · simp
```

Take \(U,V,s\) from the singular value decomposition and correct both unitaries at the same orbital \(k\). Since \(U\) enters through its adjoint, its correction appears conjugated:

\[
P_k(\overline{\det U})^\dagger\,\mathrm{diag}(s_i)\,P_k(\overline{\det V}).
\]

Entry \(k\) is \(z\,s_k\) with \(z=\det U\,\overline{\det V}\) and \(|z|=1\); every other entry is still \(s_i\). In the Lean statement `∀ k` comes after `s` and `z`, so the same \(s\) and \(z\) serve for every choice of \(k\). The next proof uses this freedom.

```lean
/-- Phase-preserving pairing: rotations of determinant one can make the overlap matrix diagonal
with real nonnegative entries if and only if its determinant is real and nonnegative. -/
theorem pairable_iff (M : Matrix n n ℂ) :
    PhasePreservingPairable M ↔ M.det.im = 0 ∧ 0 ≤ M.det.re := by
  constructor
  · rintro ⟨U, hU, V, hV, s, hs, h⟩
    have hd : M.det = ((∏ i, s i : ℝ) : ℂ) := by
      rw [← det_pairing M hU hV, h, Matrix.det_diagonal, Complex.ofReal_prod]
    rw [hd, Complex.ofReal_im, Complex.ofReal_re]
    exact ⟨rfl, Finset.prod_nonneg fun i _ => hs i⟩
  · rintro ⟨him, hre⟩
    obtain ⟨s, hs, z, hz, h⟩ := one_phase_pairing M
    by_cases h0 : ∃ k, s k = 0
    · -- a vanishing overlap absorbs the phase
      obtain ⟨k, hk⟩ := h0
      obtain ⟨U, hU, V, hV, hD⟩ := h k
      refine ⟨U, hU, V, hV, s, hs, hD.trans (congrArg Matrix.diagonal (funext fun i => ?_))⟩
      by_cases hi : i = k
      · simp [hi, hk]
      · simp [hi]
    · have hpos : 0 < ∏ i, s i :=
        Finset.prod_pos fun i _ => lt_of_le_of_ne (hs i) (fun hi => h0 ⟨i, hi.symm⟩)
      rcases isEmpty_or_nonempty n with hn | hne
      · exact ⟨1, one_mem _, 1, one_mem _, s, hs, by ext i j; exact isEmptyElim i⟩
      · obtain ⟨k⟩ := hne
        obtain ⟨U, hU, V, hV, hD⟩ := h k
        have hd : M.det = z * ((∏ i, s i : ℝ) : ℂ) := by
          rw [← det_pairing M hU hV, hD, Matrix.det_diagonal, Finset.prod_mul_distrib,
            Complex.ofReal_prod]
          simp
        have hr : M.det = ((M.det.re : ℝ) : ℂ) := Complex.ext (by simp) (by simp [him])
        -- comparing moduli, then phases, gives z = 1
        have hn : M.det.re = ∏ i, s i := by
          have h1 := congrArg norm hd
          rw [hr, norm_mul, hz, one_mul, Complex.norm_real, Complex.norm_real,
            Real.norm_of_nonneg hre, Real.norm_of_nonneg hpos.le] at h1
          exact h1
        have hz1 : z = 1 := by
          apply mul_right_cancel₀ (Complex.ofReal_ne_zero.2 hpos.ne')
          rw [← hd, one_mul, ← hn]
          exact hr
        exact ⟨U, hU, V, hV, s, hs, by rw [hD]; simp [hz1]⟩
```

Lean writes "real and nonnegative" as `M.det.im = 0 ∧ 0 ≤ M.det.re`, and `constructor` splits the equivalence into its two directions.

If a pairing exists, the invariance of the determinant gives \(\det M=\prod_i s_i\ge 0\).

Conversely, let \(\det M\) be real and nonnegative, and take \(s\) and \(z\) from the previous theorem. The line `by_cases h0` separates two cases.

- Some \(s_k=0\). Put the phase on that pair: \(z\,s_k=0=s_k\), and the diagonal is already nonnegative.
- All \(s_i>0\). With at least one orbital, choose any \(k\); then \(\det M=z\prod_i s_i\). Comparing moduli gives \(\det M=\prod_i s_i\), which is `hn`. Dividing by this positive product gives \(z=1\), which is `hz1`.

An empty set of orbitals is handled separately, with identity matrices.

For two single-determinant states with equal, finite numbers of orbitals, the theorem tells when corresponding orbitals with nonnegative paired overlaps can replace the original ones with no phase factor to carry along. Without the demand of nonnegative overlaps this is always possible, by `one_phase_pairing`: the phase then sits in one of the paired overlaps.

```lean
/-- The matrix with rows `(0, 1)` and `(1, 0)`, which is the overlap matrix of two orthonormal
orbitals with the same two in exchanged order, has no phase-preserving pairing. -/
theorem exchanged_orbitals_not_pairable :
    ¬ PhasePreservingPairable (!![0, 1; 1, 0] : Matrix (Fin 2) (Fin 2) ℂ) := by
  rw [pairable_iff, Matrix.det_fin_two]
  norm_num
```

Let the first set consist of two orthonormal orbitals, and the second set of the same two in exchanged order. Then \(\det M=-1\), and no pairing of the required kind exists. A mistake lies close by: the singular values are \(1\) and \(1\), and whoever multiplies them to obtain \(\langle\Phi|\Psi\rangle\) finds \(1\) where the overlap is \(-1\). The lost sign is the factor \(\det U\,\overline{\det V}\).

```lean
/-- For every overlap matrix and every orbital `k` of the second set, a change of phase of that
orbital alone makes a phase-preserving pairing possible. -/
theorem pairable_after_one_phase (M : Matrix n n ℂ) (k : n) :
    ∃ w : ℂ, ‖w‖ = 1 ∧ PhasePreservingPairable (M * phaseAt k w) := by
  by_cases h : M.det = 0
  · refine ⟨1, norm_one, ?_⟩
    rw [pairable_iff, Matrix.det_mul, h]
    simp
  · have hne : ((‖M.det‖ : ℝ) : ℂ) ≠ 0 := Complex.ofReal_ne_zero.2 (norm_ne_zero_iff.2 h)
    have hsq : M.det * star M.det = ((‖M.det‖ : ℝ) : ℂ) ^ 2 := by
      rw [← Complex.ofReal_pow, ← Complex.normSq_eq_norm_sq]
      exact Complex.mul_conj M.det
    -- the chosen phase cancels that of det M
    have key : M.det * (star M.det / ((‖M.det‖ : ℝ) : ℂ)) = ((‖M.det‖ : ℝ) : ℂ) := by
      rw [← mul_div_assoc, hsq, pow_two, mul_div_assoc, div_self hne, mul_one]
    refine ⟨star M.det / ((‖M.det‖ : ℝ) : ℂ), ?_, ?_⟩
    · rw [norm_div, norm_star, Complex.norm_real, norm_norm, div_self (norm_ne_zero_iff.2 h)]
    · rw [pairable_iff, Matrix.det_mul, det_phaseAt, key, Complex.ofReal_im, Complex.ofReal_re]
      exact ⟨rfl, norm_nonneg _⟩

end

end PhasePreservingPairing
```

Multiplying \(M\) by \(P_k(w)\) on the right multiplies column \(k\) by \(w\), which is a change of phase of \(b_k\) alone. If \(\det M=0\), then \(w=1\) will do. Otherwise take \(w=\overline{\det M}/|\det M|\), so that

\[
\det\bigl(M\,P_k(w)\bigr)=\det M\,\frac{\overline{\det M}}{|\det M|}=|\det M|\ge 0,
\]

and the equivalence applies; `key` is this computation. The new orbitals then describe \(w\Psi\), so a matrix element \(\langle\Phi|\hat O|\Psi\rangle\) of a linear operator \(\hat O\) is recovered by multiplying the computed value by \(\overline{w}\).

```lean
#print axioms PhasePreservingPairing.one_phase_pairing
#print axioms PhasePreservingPairing.exchanged_orbitals_not_pairable
#print axioms PhasePreservingPairing.pairable_after_one_phase
```

```
'PhasePreservingPairing.one_phase_pairing' depends on axioms: [propext, Classical.choice, Quot.sound]
'PhasePreservingPairing.exchanged_orbitals_not_pairable' depends on axioms: [propext, Classical.choice, Quot.sound]
'PhasePreservingPairing.pairable_after_one_phase' depends on axioms: [propext, Classical.choice, Quot.sound]
```
